# The orbitals (a ± ib)/√2 minimise J_uu + J_ww among unitary mixtures of two real orbitals on a finite grid, for a positive semidefinite kernel

Take two grid points, with the real orbital $a=(1,0)$ on the first and $b=(0,1)$ on the second, and let charge repel only charge at the same point. The self-repulsion of an orbital $u$ is then $J_{uu}=\sum_x |u(x)|^4$, so $J_{aa}+J_{bb}=2$. Now mix the two into $u=(a+ib)/\sqrt2$ and $w=(a-ib)/\sqrt2$. Both have density $(\tfrac12,\tfrac12)$, and $J_{uu}+J_{ww}=\tfrac12+\tfrac12=1$. The total density is $(1,1)$ before and after. Only its division between the orbitals has changed, and the equal division costs least.

The same happens when $p_x$ and $p_y$ are replaced by $p_x\pm ip_y$: two differently oriented dumbbells become two identical rings. The question is how low $J_{uu}+J_{ww}$ can be made by unitary mixing of two real orbitals. The energy of a Hartree–Fock determinant does not change when occupied orbitals of the same spin are mixed unitarily, but this sum can. Edmiston–Ruedenberg localisation maximises it; the result below finds its minimum, for two real orbitals on a finite grid.

## Densities and repulsion on a grid

The grid is a finite type `ι`, with any number of points.

```lean
import Mathlib

open Matrix

namespace ComplexOrbitalSelfRepulsion

noncomputable section

variable {ι : Type*} [Fintype ι]
```

For a real kernel $v(x,y)$ and two densities $\rho,\sigma$, write
$$D(\rho,\sigma)=\sum_{x,y}\rho(x)\,v(x,y)\,\sigma(y).$$
There is no prefactor $\tfrac12$, so the classical electrostatic energy of a density $n$ is $D(n,n)/2$. Quadrature weights, if there are any, are absorbed into the orbitals: each orbital value is multiplied by the square root of the weight at its point.

```lean
/-- The interaction `∑ ρ(x) v(x,y) σ(y)` of two densities on the grid through the kernel `v`. -/
def repulsion (v : Matrix ι ι ℝ) (ρ σ : ι → ℝ) : ℝ :=
  ∑ x, ∑ y, ρ x * v x y * σ y
```

An orbital $u$ has density $|u|^2$, and its self-repulsion is $J_{uu}=D(|u|^2,|u|^2)$. In Lean, `Complex.normSq` is the squared modulus.

```lean
/-- The density `|u|²` of a complex orbital. -/
def density (u : ι → ℂ) : ι → ℝ := fun x => Complex.normSq (u x)
```

The two real orbitals together have density $n=a^2+b^2$, one electron in each.

```lean
/-- The total density `a² + b²` of two real orbitals. -/
def pairDensity (a b : ι → ℝ) : ι → ℝ := fun x => a x ^ 2 + b x ^ 2
```

A $2\times2$ matrix $U$ produces the mixed orbitals, one from each row:
$$u=U_{00}\,a+U_{01}\,b,\qquad w=U_{10}\,a+U_{11}\,b.$$
Thus `mix U a b 0` is $u$ and `mix U a b 1` is $w$.

```lean
/-- The orbital obtained by mixing `a` and `b` with the coefficients in row `i` of `U`. -/
def mix (U : Matrix (Fin 2) (Fin 2) ℂ) (a b : ι → ℝ) (i : Fin 2) : ι → ℂ :=
  fun x => U i 0 * (a x : ℂ) + U i 1 * (b x : ℂ)
```

The quantity to be minimised is $J_{uu}+J_{ww}$.

```lean
/-- The sum `J_uu + J_ww` of the self-repulsions of the two mixed orbitals. -/
def selfRepulsion (v : Matrix ι ι ℝ) (U : Matrix (Fin 2) (Fin 2) ℂ) (a b : ι → ℝ) : ℝ :=
  ∑ i, repulsion v (density (mix U a b i)) (density (mix U a b i))
```

The candidate for the minimum is the pair $(a\pm ib)/\sqrt2$, called circular here by analogy with circularly polarised light.

```lean
/-- The coefficients of the circular orbitals `(a + ib)/√2` and `(a - ib)/√2`. -/
def circular : Matrix (Fin 2) (Fin 2) ℂ :=
  !![((1 / Real.sqrt 2 : ℝ) : ℂ), ((1 / Real.sqrt 2 : ℝ) : ℂ) * Complex.I;
     ((1 / Real.sqrt 2 : ℝ) : ℂ), -(((1 / Real.sqrt 2 : ℝ) : ℂ) * Complex.I)]
```

## Mixing preserves the total density

Since $a$ and $b$ are real,
$$|u|^2=|U_{00}|^2a^2+|U_{01}|^2b^2+2ab\,\mathrm{Re}(\overline{U_{00}}\,U_{01}),$$
and likewise for $w$ with the second row. Unitarity makes the columns of $U$ orthonormal:
$$\sum_i|U_{i0}|^2=1,\qquad \sum_i|U_{i1}|^2=1,\qquad \sum_i\overline{U_{i0}}\,U_{i1}=0.$$
Adding the two densities therefore gives $|u|^2+|w|^2=a^2+b^2$.

The proof reads these three relations off the entries of `star U * U = 1` and takes real parts. The final `linear_combination` adds them with the weights $a^2$, $b^2$ and $2ab$, as in the calculation above. Orthonormality of $a$ and $b$ plays no part, and none of the general theorems assumes it. It is what makes $u$ and $w$ orthonormal orbitals in the physical reading.

```lean
omit [Fintype ι] in
/-- A unitary mixture of two real orbitals leaves their total density unchanged. -/
theorem density_mix {U : Matrix (Fin 2) (Fin 2) ℂ} (hU : U ∈ Matrix.unitaryGroup (Fin 2) ℂ)
    (a b : ι → ℝ) :
    density (mix U a b 0) + density (mix U a b 1) = pairDensity a b := by
  have h := Matrix.mem_unitaryGroup_iff'.mp hU
  -- the columns of `U` are orthonormal
  have h00 : (star U * U) 0 0 = 1 := by rw [h]; simp
  have h11 : (star U * U) 1 1 = 1 := by rw [h]; simp
  have h01 : (star U * U) 0 1 = 0 := by rw [h]; simp
  simp only [Matrix.mul_apply, Matrix.star_apply, Fin.sum_univ_two] at h00 h11 h01
  have r00 := congrArg Complex.re h00
  have r11 := congrArg Complex.re h11
  have r01 := congrArg Complex.re h01
  simp only [Complex.add_re, Complex.mul_re, Complex.star_def, Complex.conj_re,
    Complex.conj_im, Complex.one_re, Complex.zero_re] at r00 r11 r01
  funext x
  simp only [Pi.add_apply, density, mix, pairDensity, Complex.normSq_apply, Complex.add_re,
    Complex.add_im, Complex.mul_re, Complex.mul_im, Complex.ofReal_re, Complex.ofReal_im]
  linear_combination a x ^ 2 * r00 + b x ^ 2 * r11 + 2 * a x * b x * r01
```

## The excess is the repulsion of a density difference

For any two densities,
$$D(\rho,\rho)+D(\sigma,\sigma)=\tfrac12D(\rho+\sigma,\rho+\sigma)+\tfrac12D(\rho-\sigma,\rho-\sigma).$$
On expanding the right-hand side, the mixed terms $D(\rho,\sigma)$ and $D(\sigma,\rho)$ appear once with each sign and cancel separately, so $v$ need not be symmetric. Lean checks the identity for each pair of grid points and then sums.

```lean
/-- The self-repulsions of two densities add up to half that of their sum plus half that of
their difference. -/
theorem repulsion_parallelogram (v : Matrix ι ι ℝ) (ρ σ : ι → ℝ) :
    repulsion v ρ ρ + repulsion v σ σ =
      repulsion v (ρ + σ) (ρ + σ) / 2 + repulsion v (ρ - σ) (ρ - σ) / 2 := by
  simp only [repulsion, Finset.sum_div, ← Finset.sum_add_distrib]
  refine Finset.sum_congr rfl fun x _ => Finset.sum_congr rfl fun y _ => ?_
  simp only [Pi.add_apply, Pi.sub_apply]
  ring
```

Put $\rho=|u|^2$, $\sigma=|w|^2$ and $\delta=|u|^2-|w|^2$. The sum $\rho+\sigma$ is $n$ by the previous step, so
$$J_{uu}+J_{ww}=\tfrac12D(n,n)+\tfrac12D(\delta,\delta).$$
The first term is the same for every unitary mixture. All dependence on $U$ sits in the second.

```lean
/-- For a unitary mixture, `J_uu + J_ww` equals half the self-interaction of the total density plus
half the self-interaction of the density difference `|u|² - |w|²`. -/
theorem selfRepulsion_eq (v : Matrix ι ι ℝ) {U : Matrix (Fin 2) (Fin 2) ℂ}
    (hU : U ∈ Matrix.unitaryGroup (Fin 2) ℂ) (a b : ι → ℝ) :
    selfRepulsion v U a b = repulsion v (pairDensity a b) (pairDensity a b) / 2 +
      repulsion v (density (mix U a b 0) - density (mix U a b 1))
        (density (mix U a b 0) - density (mix U a b 1)) / 2 := by
  rw [selfRepulsion, Fin.sum_univ_two, repulsion_parallelogram, density_mix hU]
```

## The circular orbitals share the density equally

Let $s=1/\sqrt2$, so that $s^2=\tfrac12$.

```lean
/-- The square of the normalisation factor `1/√2` is one half. -/
lemma norm_factor_sq : (1 / Real.sqrt 2) * (1 / Real.sqrt 2) = 1 / 2 := by
  rw [div_mul_div_comm, Real.mul_self_sqrt (by norm_num)]
  norm_num
```

The rows of the circular matrix are $(s,\,is)$ and $(s,\,-is)$. Each has squared norm $2s^2=1$, and their Hermitian product is $s^2+(is)(is)=s^2-s^2=0$, so the matrix is unitary. The proof replaces $1/\sqrt2$ by a letter `s` of which only the square is known, and checks the four entries.

```lean
/-- The passage from `a, b` to the circular orbitals is unitary. -/
theorem circular_mem : circular ∈ Matrix.unitaryGroup (Fin 2) ℂ := by
  have hs := norm_factor_sq
  unfold circular
  generalize 1 / Real.sqrt 2 = s at hs ⊢
  rw [Matrix.mem_unitaryGroup_iff]
  ext i j
  fin_cases i <;> fin_cases j <;>
    simp [Matrix.mul_apply, Fin.sum_univ_two, Matrix.star_apply, Complex.ext_iff] <;> linarith
```

Because $a$ and $b$ are real, $sa$ and $\pm sb$ are the real and imaginary parts of the circular orbitals, and
$$|s(a\pm ib)|^2=s^2(a^2+b^2)=\tfrac12n.$$
This is where the reality of $a$ and $b$ matters: for complex orbitals a cross term of opposite sign in the two densities would in general remain.

```lean
omit [Fintype ι] in
/-- Each circular orbital carries exactly half of the total density at every grid point. -/
theorem density_circular (a b : ι → ℝ) (i : Fin 2) (x : ι) :
    density (mix circular a b i) x = pairDensity a b x / 2 := by
  have hs := norm_factor_sq
  unfold circular
  generalize 1 / Real.sqrt 2 = s at hs ⊢
  fin_cases i <;> simp [density, mix, pairDensity, Complex.normSq_apply] <;>
    linear_combination (a x ^ 2 + b x ^ 2) * hs
```

## The lower bound is attained

Suppose $D(\rho,\rho)\ge0$ for every real $\rho$, including those that change sign. Physically, the electrostatic energy of a distribution of positive and negative charge is never negative, provided that the self-energy of each charge is included. The Coulomb interaction in continuous space has this property. The step left to the user is the discretisation: a grid kernel, in particular its diagonal $v(x,x)$, where $1/r$ diverges, has to be chosen so that the property survives.

Under this hypothesis $D(\delta,\delta)\ge0$, and hence
$$J_{uu}+J_{ww}\ \ge\ \tfrac12D(n,n)$$
for every unitary $U$. For the circular orbitals $\delta=0$, and equality holds.

In the theorem, `hv` is the positivity hypothesis. The first half of the conclusion is the bound for all `U` in the unitary group, and the second half is the equality for `circular`. Both halves use the formula for the excess; the second first shows that the two circular densities coincide.

```lean
/-- For a positive semidefinite kernel, every unitary mixture of two real orbitals has
`J_uu + J_ww` at least half the self-interaction of `a² + b²`, and the circular orbitals
attain this bound. -/
theorem circular_minimises (v : Matrix ι ι ℝ) (hv : ∀ ρ, 0 ≤ repulsion v ρ ρ) (a b : ι → ℝ) :
    (∀ U ∈ Matrix.unitaryGroup (Fin 2) ℂ,
      repulsion v (pairDensity a b) (pairDensity a b) / 2 ≤ selfRepulsion v U a b) ∧
    selfRepulsion v circular a b = repulsion v (pairDensity a b) (pairDensity a b) / 2 := by
  constructor
  · intro U hU
    rw [selfRepulsion_eq v hU]
    linarith [hv (density (mix U a b 0) - density (mix U a b 1))]
  · -- the two circular densities coincide, so the excess vanishes
    have h0 : density (mix circular a b 0) - density (mix circular a b 1) = 0 := by
      funext x
      simp only [Pi.sub_apply, density_circular, Pi.zero_apply, sub_self]
    rw [selfRepulsion_eq v circular_mem, h0]
    simp [repulsion]
```

## Which mixtures reach the minimum

If $D(\rho,\rho)>0$ for every $\rho\neq0$, then the excess $\tfrac12D(\delta,\delta)$ vanishes only for $\delta=0$. A unitary mixture is then minimal exactly when $|u|^2=|w|^2$ at every grid point. Semidefiniteness alone would not give this: for $v=0$ every mixture is minimal, whatever its densities.

In the forward direction Lean assumes that the densities differ, obtains a strictly positive excess and contradicts the equality. In the other direction the excess is zero by substitution.

```lean
/-- For a strictly positive kernel, a unitary mixture attains the bound exactly when its two
orbitals have the same density. -/
theorem minimal_iff_equal_densities (v : Matrix ι ι ℝ)
    (hv : ∀ ρ, ρ ≠ 0 → 0 < repulsion v ρ ρ) (a b : ι → ℝ)
    {U : Matrix (Fin 2) (Fin 2) ℂ} (hU : U ∈ Matrix.unitaryGroup (Fin 2) ℂ) :
    selfRepulsion v U a b = repulsion v (pairDensity a b) (pairDensity a b) / 2 ↔
      density (mix U a b 0) = density (mix U a b 1) := by
  rw [selfRepulsion_eq v hU]
  constructor
  · intro h
    by_contra hne
    have hpos := hv _ (sub_ne_zero.mpr hne)
    linarith
  · intro h
    rw [h, sub_self]
    simp [repulsion]
```

## Three points where real rotations fall short

In the two-point case a real rotation by 45° also gives two equal densities, so complex coefficients are not always needed. On three points they can be. Take
$$a=\tfrac13(2,2,1),\qquad b=\tfrac13(2,-1,-2),$$

```lean
/-- A first real orbital on three grid points. -/
def orbA : Fin 3 → ℝ := ![2 / 3, 2 / 3, 1 / 3]

/-- A second real orbital on three grid points. -/
def orbB : Fin 3 → ℝ := ![2 / 3, -1 / 3, -2 / 3]
```

which are orthonormal, with the contact kernel, $v(x,x)=1$ and $v(x,y)=0$ for $x\neq y$, written `1` in Lean as the identity matrix. A real rotation has $u=pa+qb$ and $w=-qa+pb$ with $p^2+q^2=1$, and
$$\delta=(p^2-q^2)(a^2-b^2)+4pq\,ab.$$
Here $a^2-b^2=\tfrac13(0,1,-1)$ and $ab=\tfrac19(4,-2,-2)$. These two vectors are orthogonal, with squared lengths $\tfrac29$ and $\tfrac8{27}$, so
$$D(\delta,\delta)=\tfrac29(p^2-q^2)^2+\tfrac{32}{27}(2pq)^2.$$
Since $(p^2-q^2)^2+(2pq)^2=(p^2+q^2)^2=1$, this is at least $\tfrac29$. Every real rotation therefore lies above the minimum $\tfrac12D(n,n)=\tfrac{19}{27}$ by at least $\tfrac19$. The theorem records the strict inequality. Real orthogonal matrices of determinant $-1$ bring nothing new, as they only reverse the sign of one rotated orbital.

The proof follows the same order. It checks orthonormality (`⬝ᵥ` is the real dot product) and the unitarity of the rotation. Then `hd` gives $\delta$, `hval` evaluates $D(\delta,\delta)$, and `hone` is the identity for $p$ and $q$ that keeps both squares from vanishing together.

```lean
/-- The orbitals `orbA` and `orbB` are orthonormal, and with the contact kernel every real
rotation of them has `J_uu + J_ww` strictly above half the self-interaction of their density. -/
theorem real_rotations_miss_minimum :
    (orbA ⬝ᵥ orbA = 1 ∧ orbB ⬝ᵥ orbB = 1 ∧ orbA ⬝ᵥ orbB = 0) ∧
    ∀ p q : ℝ, p ^ 2 + q ^ 2 = 1 →
      repulsion 1 (pairDensity orbA orbB) (pairDensity orbA orbB) / 2 <
        selfRepulsion 1 !![(p : ℂ), (q : ℂ); -(q : ℂ), (p : ℂ)] orbA orbB := by
  refine ⟨⟨?_, ?_, ?_⟩, ?_⟩
  · norm_num [orbA, dotProduct, Fin.sum_univ_succ]
  · norm_num [orbB, dotProduct, Fin.sum_univ_succ]
  · norm_num [orbA, orbB, dotProduct, Fin.sum_univ_succ]
  intro p q h
  have hU : !![(p : ℂ), (q : ℂ); -(q : ℂ), (p : ℂ)] ∈ Matrix.unitaryGroup (Fin 2) ℂ := by
    rw [Matrix.mem_unitaryGroup_iff]
    ext i j
    fin_cases i <;> fin_cases j <;>
      simp [Matrix.mul_apply, Fin.sum_univ_two, Matrix.star_apply, Complex.ext_iff] <;> linarith
  -- the density difference of the rotated orbitals
  have hd : density (mix !![(p : ℂ), (q : ℂ); -(q : ℂ), (p : ℂ)] orbA orbB 0) -
      density (mix !![(p : ℂ), (q : ℂ); -(q : ℂ), (p : ℂ)] orbA orbB 1) =
      fun x => (p ^ 2 - q ^ 2) * (orbA x ^ 2 - orbB x ^ 2) + 4 * p * q * (orbA x * orbB x) := by
    funext x
    simp [density, mix, Complex.normSq_apply]
    ring
  rw [selfRepulsion_eq 1 hU, hd]
  -- its self-interaction is a positive combination of two squares
  have hD : ∀ f : Fin 3 → ℝ, repulsion 1 f f = f 0 * f 0 + f 1 * f 1 + f 2 * f 2 := by
    intro f
    simp [repulsion, Matrix.one_apply, Fin.sum_univ_three]
  have hval : repulsion 1
      (fun x => (p ^ 2 - q ^ 2) * (orbA x ^ 2 - orbB x ^ 2) + 4 * p * q * (orbA x * orbB x))
      (fun x => (p ^ 2 - q ^ 2) * (orbA x ^ 2 - orbB x ^ 2) + 4 * p * q * (orbA x * orbB x)) =
      2 / 9 * (p ^ 2 - q ^ 2) ^ 2 + 32 / 27 * (2 * p * q) ^ 2 := by
    have a0 : orbA 0 = 2 / 3 := rfl
    have a1 : orbA 1 = 2 / 3 := rfl
    have a2 : orbA 2 = 1 / 3 := rfl
    have b0 : orbB 0 = 2 / 3 := rfl
    have b1 : orbB 1 = -1 / 3 := rfl
    have b2 : orbB 2 = -2 / 3 := rfl
    rw [hD]
    simp only [a0, a1, a2, b0, b1, b2]
    ring
  have hone : (p ^ 2 - q ^ 2) ^ 2 + (2 * p * q) ^ 2 = 1 := by
    linear_combination (p ^ 2 + q ^ 2 + 1) * h
  rw [hval]
  linarith [sq_nonneg (2 * p * q)]

end

end ComplexOrbitalSelfRepulsion
```

```lean
#print axioms ComplexOrbitalSelfRepulsion.circular_minimises
-- 'ComplexOrbitalSelfRepulsion.circular_minimises' depends on axioms: [propext, Classical.choice, Quot.sound]
#print axioms ComplexOrbitalSelfRepulsion.minimal_iff_equal_densities
-- 'ComplexOrbitalSelfRepulsion.minimal_iff_equal_densities' depends on axioms: [propext, Classical.choice, Quot.sound]
#print axioms ComplexOrbitalSelfRepulsion.real_rotations_miss_minimum
-- 'ComplexOrbitalSelfRepulsion.real_rotations_miss_minimum' depends on axioms: [propext, Classical.choice, Quot.sound]
```
